# Characters −√2 and 0 of a quarter turn about z on the cubic doublet and quartet of spin 5/2

For a single spin 5/2, `quarterTurn_characters` says that a quarter turn about z, which multiplies the state of magnetic quantum number m by exp(−iπm/2), maps the doublet Γ₇ into itself and the quartet Γ₈ into itself. It also gives the sum of the phases on each, which is the character: −√2 for the doublet and 0 for the quartet. The states that mix two values of m are left unnormalised, with amplitudes of size 1 and √5; normalised, these are 1/√6 and √(5/6). The proof rests on the fact that raising m by 2 reverses the sign of the phase, which gives the relations `s1` to `s4`; with cos(π/4) = √2/2 these yield the characters, and the mapping of the states is checked component by component.

The first attempt, which Lean rejects:

```lean
import Mathlib

open Matrix Complex

namespace CubicFieldSpinFiveHalves

noncomputable section

/-- The square root of 2 as a complex number. -/
def r2 : ℂ := (Real.sqrt 2 : ℝ)

/-- The square root of 5 as a complex number. -/
def r5 : ℂ := (Real.sqrt 5 : ℝ)

/-- The magnetic quantum numbers of spin 5/2, in descending order. -/
def mz : Fin 6 → ℂ := ![5/2, 3/2, 1/2, -1/2, -3/2, -5/2]

/-- The doublet states, parametrised by their amplitudes at m = 5/2 and m = -5/2. -/
def gamma7 : (Fin 2 → ℂ) →ₗ[ℂ] (Fin 6 → ℂ) where
  toFun c := ![c 0, -r5 * c 1, 0, 0, -r5 * c 0, c 1]
  map_add' x y := by ext i; fin_cases i <;> simp <;> ring
  map_smul' k x := by ext i; fin_cases i <;> simp <;> ring

/-- The quartet states, parametrised by their amplitudes at m = 3/2, 1/2, -1/2, -3/2. -/
def gamma8 : (Fin 4 → ℂ) →ₗ[ℂ] (Fin 6 → ℂ) where
  toFun c := ![r5 * c 3, c 0, c 1, c 2, c 3, r5 * c 0]
  map_add' x y := by ext i; fin_cases i <;> simp <;> ring
  map_smul' k x := by ext i; fin_cases i <;> simp <;> ring

/-- The phase exp(-iπm/2) that a state of magnetic quantum number `m` acquires in a
quarter turn about z. -/
def phase (m : ℂ) : ℂ := Complex.exp (-(Real.pi / 2 * I) * m)

/-- The quarter turn about z acting on spin 5/2. -/
def quarterTurn : Matrix (Fin 6) (Fin 6) ℂ := diagonal fun k => phase (mz k)

/-- A quarter turn about z maps doublet states to doublet states and quartet states to
quartet states, with characters `-√2` and `0`. -/
theorem quarterTurn_characters :
    (∀ c, quarterTurn *ᵥ gamma7 c = gamma7 ![phase (5/2) * c 0, phase (-5/2) * c 1]) ∧
    phase (5/2) + phase (-5/2) = -r2 ∧
    (∀ c, quarterTurn *ᵥ gamma8 c = gamma8 ![phase (3/2) * c 0, phase (1/2) * c 1,
      phase (-1/2) * c 2, phase (-3/2) * c 3]) ∧
    phase (3/2) + phase (1/2) + phase (-1/2) + phase (-3/2) = 0 := by
  -- shifting m by 2 reverses the sign of the phase
  have shift : ∀ m : ℂ, phase (m + 2) = -phase m := by
    intro m
    have h : -(Real.pi / 2 * I) * (m + 2) = -(Real.pi / 2 * I) * m - Real.pi * I := by ring
    rw [phase, phase, h, Complex.exp_sub, Complex.exp_pi_mul_I, div_neg, div_one]
  have s1 : phase (5/2) = -phase (1/2) := by rw [← shift]; norm_num
  have s2 : phase (1/2) = -phase (-3/2) := by rw [← shift]; norm_num
  have s3 : phase (3/2) = -phase (-1/2) := by rw [← shift]; norm_num
  have s4 : phase (-1/2) = -phase (-5/2) := by rw [← shift]; norm_num
  have hcos : phase (-1/2) + phase (1/2) = r2 := by
    have h := Complex.two_cos ((Real.pi / 4 : ℝ) : ℂ)
    rw [← Complex.ofReal_cos, Real.cos_pi_div_four] at h
    have p1 : phase (-1/2) = Complex.exp (((Real.pi / 4 : ℝ) : ℂ) * I) := by
      rw [phase]; congr 1; push_cast; ring
    have p2 : phase (1/2) = Complex.exp (-((Real.pi / 4 : ℝ) : ℂ) * I) := by
      rw [phase]; congr 1; push_cast; ring
    rw [p1, p2, ← h, r2]
    push_cast
    ring
  refine ⟨fun c => ?_, by linear_combination s1 - s4 - hcos, fun c => ?_,
    by linear_combination s3 + s2⟩
  · ext i
    rw [quarterTurn, mulVec_diagonal]
    fin_cases i
    · rfl
    · show phase (3/2) * (-r5 * c 1) = -r5 * (phase (-5/2) * c 1)
      linear_combination (-r5 * c 1) * (s3 - s4)
    · show phase (1/2) * 0 = 0
      ring
    · show phase (-1/2) * 0 = 0
      ring
    · show phase (-3/2) * (-r5 * c 0) = -r5 * (phase (5/2) * c 0)
      linear_combination (r5 * c 0) * (s1 - s2)
    · rfl
  · ext i
    rw [quarterTurn, mulVec_diagonal]
    fin_cases i
    · show phase (5/2) * (r5 * c 3) = r5 * (phase (-3/2) * c 3)
      linear_combination (r5 * c 3) * (s1 - s2)
    · rfl
    · rfl
    · rfl
    · rfl
    · show phase (-5/2) * (r5 * c 0) = r5 * (phase (3/2) * c 0)
      linear_combination (r5 * c 0) * (s4 - s3)

end

end CubicFieldSpinFiveHalves
```

The compiler's answer:

```
Main.lean:64:26: error: ring failed, ring expressions not equal
shift : ∀ (m : ℂ), phase (m + 2) = -phase m
s1 : phase (5 / 2) = -phase (1 / 2)
s2 : phase (1 / 2) = -phase (-3 / 2)
s3 : phase (3 / 2) = -phase (-1 / 2)
s4 : phase (-1 / 2) = -phase (-5 / 2)
hcos : phase (-1 / 2) + phase (1 / 2) = r2
⊢ phase (-5 / 2) * 2 + phase (-1 / 2) * 2 = 0
```

What went wrong. The error is in the proof of the doublet's character, `phase (5/2) + phase (-5/2) = -r2`. `linear_combination` subtracts the given combination of equations from the goal and leaves `ring` to show that the two sides then agree identically. Here `s4`, which says `phase (-1/2) = -phase (-5/2)`, was subtracted where it should have been added. The terms in `phase (-1/2)` and `phase (-5/2)` therefore did not cancel, and what remained was `phase (-5/2) * 2 + phase (-1/2) * 2 = 0`.

That equation is true, being twice `s4` rearranged, but `ring` does not use hypotheses and treats the two phases as unrelated quantities. The repair changes the sign, giving `s1 + s4 - hcos`. Now `s1` and `s4` together turn the sum of the doublet's phases into `-(phase (1/2) + phase (-1/2))`, which `hcos` makes equal to `-r2`, and everything cancels.

After these edits no error is left:

```diff
@@ -62,5 +62,5 @@
     push_cast
     ring
-  refine ⟨fun c => ?_, by linear_combination s1 - s4 - hcos, fun c => ?_,
+  refine ⟨fun c => ?_, by linear_combination s1 + s4 - hcos, fun c => ?_,
     by linear_combination s3 + s2⟩
   · ext i
```
